# Zero-bias limit of the overdamped tilted washboard with thermal noise: 2πJ/F → 1/I0(u)²

Start with no coupling, u = 0. In units where the diffusion constant is 1, a periodic phase density P(x) driven by a bias F > 0 and carrying a constant probability current J obeys

−P′ + F P = J.

Multiplying by e^(−Fx) gives (e^(−Fx) P)′ = −J e^(−Fx). Integrate from x to x + 2π. Since P returns to its value but e^(−Fx) does not,

(1 − e^(−2πF)) P(x) = J (1 − e^(−2πF))/F.

So P = J/F, and unit integral over a period gives 2πJ/F = 1. A cosine potential leaves the factor 1 − e^(−2πF) on the left unchanged, but the factor multiplying J on the right then depends on x.

## The limit and its error at finite bias

For real u, set

V(x) = −u cos x − F x,
I0(u) = (1/2π) ∫ from 0 to 2π of e^(u cos x) dx.

A steady state is a differentiable, 2π-periodic P with unit integral per period and −(P′ + V′P) = J. For every F > 0 its current satisfies

(1 − e^(−2πF))/(2πF) ≤ (2πJ/F) · I0(u)² ≤ (e^(2πF) − 1)/(2πF).

Both outer terms tend to 1 as F decreases to 0, so 2πJ/F tends to 1/I0(u)².

## Checking a Langevin code at small bias

In a simulation of a single classical, overdamped Josephson junction with thermal white noise, the scaled phase equation is

dx = (F − u sin x) dt + √2 dW,

where W is a standard Wiener process, u is the Josephson energy over k_B T, and F is ħ/(2e k_B T) times the bias current. The mean velocity of the unwrapped phase is 2πJ, so 2πJ/F is the junction resistance (mean voltage over bias current) divided by the shunt resistance. A code can compare its measured ratio with 1/I0(u)².

The bounds limit the relative error due to finite bias, whatever the value of u: at F = 0.01 it is below 3.3 percent. They are pessimistic at small bias: reversing F reverses J, so 2πJ/F is even in F. It is also smooth in F, so at fixed u the true error is at most of order F². Sampling and time-step errors come on top.

## From constant flux to the Bessel factor

Since V′ = u sin x − F, the flux equation gives

(e^V P)′ = e^V (P′ + V′P) = −J e^V.

Integrate from x to x + 2π, using V(x + 2π) = V(x) − 2πF and the periodicity of P:

(e^(−2πF) − 1) e^(V(x)) P(x) = −J ∫ from x to x + 2π of e^(V(y)) dy.

Multiplying by −e^(−V(x)) gives

(1 − e^(−2πF)) P(x) = J w(x),
w(x) = e^(−V(x)) ∫ from x to x + 2π of e^(V(y)) dy.

Let Z be the integral of w over [0, 2π]. Normalization of P then gives

J Z = 1 − e^(−2πF).

To bound Z, write

w(x) = e^(u cos x) ∫ from x to x + 2π of e^(−u cos y) e^(−F(y−x)) dy.

Here 0 ≤ y − x ≤ 2π, so the last factor lies between e^(−2πF) and 1. The integral of e^(−u cos y) over any full period is 2πI0(u), because a shift by π reverses the cosine. Integrating over x supplies a second factor 2πI0(u):

e^(−2πF) (2πI0(u))² ≤ Z ≤ (2πI0(u))².

Both Z and J are positive. Multiplying by J and inserting JZ gives

1 − e^(−2πF) ≤ J (2πI0(u))² ≤ e^(2πF) − 1.

Division by 2πF gives the bounds stated earlier. The limit follows because (e^(cF) − 1)/F tends to c, the derivative of e^(cF) at F = 0.

Steady states exist for every F > 0. Differentiating w gives

w′ = (F − u sin x) w − (1 − e^(−2πF)).

Also, w is periodic: over one period its prefactor gains e^(2πF) and its integral gains e^(−2πF). Hence w/Z is a steady state with current (1 − e^(−2πF))/Z.

The same argument covers any continuously differentiable 2π-periodic potential U in place of −u cos x. With A and B the integrals of e^(−U) and e^U over a period, Z lies between e^(−2πF)AB and AB, and 2πJ/F tends to 4π²/(AB). The Lean file treats only the cosine.

## The Lean file

```lean
import Mathlib

open Real Filter Topology

namespace JosephsonWashboard

noncomputable section

/-- The tilted washboard potential of the junction phase, with coupling `u` and bias `F`. -/
def washboard (u F x : ℝ) : ℝ := -u * cos x - F * x

/-- The modified Bessel function of order zero, as an average over the phase. -/
def besselI0 (u : ℝ) : ℝ := 1 / (2 * π) * ∫ x in (0 : ℝ)..2 * π, exp (u * cos x)

/-- `P` is a normalized periodic phase density carrying the constant probability current `J`. -/
structure IsSteadyState (u F : ℝ) (P : ℝ → ℝ) (J : ℝ) : Prop where
  differentiable : Differentiable ℝ P
  periodic : Function.Periodic P (2 * π)
  normalized : ∫ x in (0 : ℝ)..2 * π, P x = 1
  flux : ∀ x, -(deriv P x + (u * sin x - F) * P x) = J

/-- The unnormalized phase density: a Boltzmann factor times the integral of the inverse
Boltzmann factor over the following period. -/
def phaseWeight (u F x : ℝ) : ℝ :=
  exp (-washboard u F x) * ∫ y in x..x + 2 * π, exp (washboard u F y)

/-- The integral of the unnormalized phase density over one period. -/
def phaseNorm (u F : ℝ) : ℝ := ∫ x in (0 : ℝ)..2 * π, phaseWeight u F x

lemma hasDerivAt_washboard (u F x : ℝ) :
    HasDerivAt (washboard u F) (u * sin x - F) x :=
  (((Real.hasDerivAt_cos x).const_mul (-u)).fun_sub
    ((hasDerivAt_id' x).const_mul F)).congr_deriv (by ring)

lemma continuous_exp_washboard (u F : ℝ) : Continuous fun y => exp (washboard u F y) := by
  unfold washboard
  fun_prop

lemma exp_washboard_add (u F x : ℝ) :
    exp (washboard u F (x + 2 * π)) = exp (-(2 * π) * F) * exp (washboard u F x) := by
  unfold washboard
  rw [← Real.exp_add, Real.cos_add_two_pi]
  congr 1
  ring

lemma exp_neg_mul_exp (a : ℝ) : exp (-a) * exp a = 1 := by
  rw [← Real.exp_add, neg_add_cancel, Real.exp_zero]

lemma two_pi_mul_besselI0 (u : ℝ) :
    2 * π * besselI0 u = ∫ x in (0 : ℝ)..2 * π, exp (u * cos x) := by
  have h : 2 * π ≠ 0 := by positivity
  rw [besselI0, ← mul_assoc, mul_one_div_cancel h, one_mul]

lemma besselI0_pos (u : ℝ) : 0 < besselI0 u := by
  have hc : Continuous fun x : ℝ => exp (u * cos x) := by fun_prop
  have h := intervalIntegral.intervalIntegral_pos_of_pos
    (hc.intervalIntegrable 0 (2 * π)) (fun x => Real.exp_pos _) Real.two_pi_pos
  exact mul_pos (by positivity) h

/-- Over any full period, the inverse Boltzmann factor of the untilted potential integrates to `2π
I0(u)`. -/
theorem integral_exp_neg_cos (u x : ℝ) :
    ∫ y in x..x + 2 * π, exp (-u * cos y) = 2 * π * besselI0 u := by
  have hp : Function.Periodic (fun y : ℝ => exp (-u * cos y)) (2 * π) := fun y => by
    simp only [Real.cos_add_two_pi]
  have h1 : ∫ y in x..x + 2 * π, exp (-u * cos y)
      = ∫ y in π..π + 2 * π, exp (-u * cos y) := hp.intervalIntegral_add_eq x π
  -- a shift by half a period reverses the sign of the cosine
  have h2 := intervalIntegral.integral_comp_add_right (a := 0) (b := 2 * π)
    (fun y : ℝ => exp (-u * cos y)) π
  simp only [Real.cos_add_pi, neg_mul_neg] at h2
  rw [h1, two_pi_mul_besselI0, h2, zero_add, add_comm (2 * π) π]

/-- In a steady state, `1 - exp (-2πF)` times the density equals the current times the unnormalized
phase density. -/
theorem density_formula {u F J : ℝ} {P : ℝ → ℝ} (h : IsSteadyState u F P J) (x : ℝ) :
    (1 - exp (-(2 * π) * F)) * P x = J * phaseWeight u F x := by
  -- the integrating factor turns the flux equation into a total derivative
  have hd : ∀ y, HasDerivAt (fun y => exp (washboard u F y) * P y)
      (-J * exp (washboard u F y)) y := fun y =>
    ((hasDerivAt_washboard u F y).exp.fun_mul (h.differentiable y).hasDerivAt).congr_deriv
      (by linear_combination (-exp (washboard u F y)) * h.flux y)
  have hi : ∫ y in x..x + 2 * π, -J * exp (washboard u F y)
      = exp (washboard u F (x + 2 * π)) * P (x + 2 * π) - exp (washboard u F x) * P x :=
    intervalIntegral.integral_eq_sub_of_hasDerivAt (fun y _ => hd y)
      ((continuous_const.mul (continuous_exp_washboard u F)).intervalIntegrable _ _)
  rw [intervalIntegral.integral_const_mul, exp_washboard_add, h.periodic x] at hi
  unfold phaseWeight
  linear_combination exp (-washboard u F x) * hi
    - (1 - exp (-(2 * π) * F)) * P x * exp_neg_mul_exp (washboard u F x)

/-- In a steady state, the current times the normalization integral equals `1 - exp (-2πF)`. -/
theorem current_formula {u F J : ℝ} {P : ℝ → ℝ} (h : IsSteadyState u F P J) :
    J * phaseNorm u F = 1 - exp (-(2 * π) * F) := by
  rw [phaseNorm, ← intervalIntegral.integral_const_mul]
  simp_rw [← density_formula h]
  rw [intervalIntegral.integral_const_mul, h.normalized, mul_one]

lemma hasDerivAt_phaseWeight (u F x : ℝ) : HasDerivAt (phaseWeight u F)
    ((F - u * sin x) * phaseWeight u F x - (1 - exp (-(2 * π) * F))) x := by
  have hc := continuous_exp_washboard u F
  have hA : ∀ b, HasDerivAt (fun z => ∫ y in (0 : ℝ)..z, exp (washboard u F y))
      (exp (washboard u F b)) b := fun b => (hc.integral_hasStrictDerivAt 0 b).hasDerivAt
  have hI : HasDerivAt (fun z => ∫ y in z..z + 2 * π, exp (washboard u F y))
      (exp (washboard u F (x + 2 * π)) - exp (washboard u F x)) x := by
    have h := ((hA (x + 2 * π)).comp_add_const x (2 * π)).fun_sub (hA x)
    refine h.congr_of_eventuallyEq (Eventually.of_forall fun z => ?_)
    exact (intervalIntegral.integral_interval_sub_left
      (hc.intervalIntegrable _ _) (hc.intervalIntegrable _ _)).symm
  refine ((hasDerivAt_washboard u F x).fun_neg.exp.fun_mul hI).congr_deriv ?_
  rw [exp_washboard_add]
  unfold phaseWeight
  linear_combination (exp (-(2 * π) * F) - 1) * exp_neg_mul_exp (washboard u F x)

lemma phaseWeight_bounds (u x : ℝ) {F : ℝ} (hF : 0 ≤ F) :
    exp (-(2 * π) * F) * (exp (u * cos x) * (2 * π * besselI0 u)) ≤ phaseWeight u F x ∧
      phaseWeight u F x ≤ exp (u * cos x) * (2 * π * besselI0 u) := by
  have hx : x ≤ x + 2 * π := by linarith [Real.pi_pos]
  have hc : Continuous fun y : ℝ => exp (-u * cos y) := by fun_prop
  have hw := continuous_exp_washboard u F
  have up : ∫ y in x..x + 2 * π, exp (washboard u F y)
      ≤ exp (-F * x) * (2 * π * besselI0 u) := by
    rw [← integral_exp_neg_cos u x, ← intervalIntegral.integral_const_mul]
    refine intervalIntegral.integral_mono_on hx (hw.intervalIntegrable _ _)
      ((continuous_const.mul hc).intervalIntegrable _ _) fun y hy => ?_
    rw [← Real.exp_add]
    apply Real.exp_le_exp.mpr
    unfold washboard
    linarith [mul_le_mul_of_nonneg_left hy.1 hF]
  have low : exp (-F * (x + 2 * π)) * (2 * π * besselI0 u)
      ≤ ∫ y in x..x + 2 * π, exp (washboard u F y) := by
    rw [← integral_exp_neg_cos u x, ← intervalIntegral.integral_const_mul]
    refine intervalIntegral.integral_mono_on hx
      ((continuous_const.mul hc).intervalIntegrable _ _) (hw.intervalIntegrable _ _)
      fun y hy => ?_
    rw [← Real.exp_add]
    apply Real.exp_le_exp.mpr
    unfold washboard
    linarith [mul_le_mul_of_nonneg_left hy.2 hF]
  have e1 : exp (-(2 * π) * F) * exp (u * cos x)
      = exp (-washboard u F x) * exp (-F * (x + 2 * π)) := by
    rw [← Real.exp_add, ← Real.exp_add]
    congr 1
    unfold washboard
    ring
  have e2 : exp (u * cos x) = exp (-washboard u F x) * exp (-F * x) := by
    rw [← Real.exp_add]
    congr 1
    unfold washboard
    ring
  unfold phaseWeight
  constructor
  · rw [← mul_assoc, e1, mul_assoc]
    exact mul_le_mul_of_nonneg_left low (Real.exp_pos _).le
  · rw [e2, mul_assoc]
    exact mul_le_mul_of_nonneg_left up (Real.exp_pos _).le

/-- For nonnegative bias the normalization integral lies within a factor `exp (-2πF)` of
`(2π I0(u))²`. -/
theorem phaseNorm_bounds (u : ℝ) {F : ℝ} (hF : 0 ≤ F) :
    exp (-(2 * π) * F) * (2 * π * besselI0 u) ^ 2 ≤ phaseNorm u F ∧
      phaseNorm u F ≤ (2 * π * besselI0 u) ^ 2 := by
  have hw : Continuous (phaseWeight u F) :=
    continuous_iff_continuousAt.2 fun x => (hasDerivAt_phaseWeight u F x).continuousAt
  have hc : Continuous fun x : ℝ => exp (u * cos x) * (2 * π * besselI0 u) := by fun_prop
  have e : ∫ x in (0 : ℝ)..2 * π, exp (u * cos x) * (2 * π * besselI0 u)
      = (2 * π * besselI0 u) ^ 2 := by
    rw [intervalIntegral.integral_mul_const, ← two_pi_mul_besselI0, sq]
  rw [← e, ← intervalIntegral.integral_const_mul]
  exact ⟨intervalIntegral.integral_mono_on Real.two_pi_pos.le
      ((continuous_const.mul hc).intervalIntegrable _ _) (hw.intervalIntegrable _ _)
      fun x _ => (phaseWeight_bounds u x hF).1,
    intervalIntegral.integral_mono_on Real.two_pi_pos.le
      (hw.intervalIntegrable _ _) (hc.intervalIntegrable _ _)
      fun x _ => (phaseWeight_bounds u x hF).2⟩

lemma phaseNorm_pos (u : ℝ) {F : ℝ} (hF : 0 ≤ F) : 0 < phaseNorm u F := by
  have h := besselI0_pos u
  exact lt_of_lt_of_le (by positivity) (phaseNorm_bounds u hF).1

/-- At every positive bias the normalized phase weight is a steady state, with an explicit
current. -/
theorem isSteadyState_witness (u : ℝ) {F : ℝ} (hF : 0 < F) :
    IsSteadyState u F (fun x => phaseWeight u F x / phaseNorm u F)
      ((1 - exp (-(2 * π) * F)) / phaseNorm u F) where
  differentiable x := ((hasDerivAt_phaseWeight u F x).div_const _).differentiableAt
  periodic x := by
    have h : ∫ y in x + 2 * π..x + 2 * π + 2 * π, exp (washboard u F y)
        = exp (-(2 * π) * F) * ∫ y in x..x + 2 * π, exp (washboard u F y) := by
      rw [← intervalIntegral.integral_const_mul,
        ← intervalIntegral.integral_comp_add_right (fun y => exp (washboard u F y)) (2 * π)]
      simp_rw [exp_washboard_add]
    have e : exp (-washboard u F (x + 2 * π)) * exp (-(2 * π) * F)
        = exp (-washboard u F x) := by
      unfold washboard
      rw [← Real.exp_add, Real.cos_add_two_pi]
      congr 1
      ring
    simp only [phaseWeight]
    rw [h, ← mul_assoc, e]
  normalized := by
    rw [intervalIntegral.integral_div]
    exact div_self (phaseNorm_pos u hF.le).ne'
  flux x := by
    rw [((hasDerivAt_phaseWeight u F x).div_const (phaseNorm u F)).deriv]
    ring

/-- Two-sided bounds on the steady current at any positive bias. -/
theorem current_bounds {u F J : ℝ} {P : ℝ → ℝ} (hF : 0 < F) (h : IsSteadyState u F P J) :
    1 - exp (-(2 * π) * F) ≤ J * (2 * π * besselI0 u) ^ 2 ∧
      J * (2 * π * besselI0 u) ^ 2 ≤ exp (2 * π * F) - 1 := by
  have hZ := phaseNorm_pos u hF.le
  have hJ := current_formula h
  obtain ⟨hl, hu⟩ := phaseNorm_bounds u hF.le
  have he : exp (-(2 * π) * F) < 1 :=
    Real.exp_lt_one_iff.mpr (by linarith [mul_pos Real.two_pi_pos hF])
  have hJ0 : 0 ≤ J := by
    rw [eq_div_of_mul_eq hZ.ne' hJ]
    exact div_nonneg (by linarith) hZ.le
  have hE : exp (2 * π * F) * exp (-(2 * π) * F) = 1 := by
    rw [← Real.exp_add, neg_mul, add_neg_cancel, Real.exp_zero]
  constructor
  · rw [← hJ]
    exact mul_le_mul_of_nonneg_left hu hJ0
  · have h2 := mul_le_mul_of_nonneg_left (mul_le_mul_of_nonneg_left hl hJ0)
      (Real.exp_pos (2 * π * F)).le
    calc J * (2 * π * besselI0 u) ^ 2
        = exp (2 * π * F) * (J * (exp (-(2 * π) * F) * (2 * π * besselI0 u) ^ 2)) := by
          linear_combination (-(J * (2 * π * besselI0 u) ^ 2)) * hE
      _ ≤ exp (2 * π * F) * (J * phaseNorm u F) := h2
      _ = exp (2 * π * F) - 1 := by linear_combination exp (2 * π * F) * hJ - hE

lemma tendsto_exp_slope (c : ℝ) :
    Tendsto (fun F : ℝ => (exp (c * F) - 1) / F) (𝓝[>] 0) (𝓝 c) := by
  have h : HasDerivAt (fun F : ℝ => exp (c * F)) c 0 := by
    simpa using ((hasDerivAt_id' (0 : ℝ)).const_mul c).exp
  refine h.tendsto_slope_zero_right.congr fun F => ?_
  simp [div_eq_inv_mul]

/-- Ambegaokar-Halperin zero-bias limit: `2π J(F) / F` tends to `1 / I0(u)²` as the bias
decreases to zero. -/
theorem ambegaokar_halperin (u : ℝ) (P : ℝ → ℝ → ℝ) (J : ℝ → ℝ)
    (h : ∀ F, 0 < F → IsSteadyState u F (P F) (J F)) :
    Tendsto (fun F => 2 * π * J F / F) (𝓝[>] 0) (𝓝 (1 / besselI0 u ^ 2)) := by
  have hI := besselI0_pos u
  have hD : 0 < 2 * π * besselI0 u ^ 2 := by positivity
  have hlim : 2 * π / (2 * π * besselI0 u ^ 2) = 1 / besselI0 u ^ 2 := by
    field_simp
  have lo : Tendsto (fun F : ℝ => (1 - exp (-(2 * π) * F)) / F / (2 * π * besselI0 u ^ 2))
      (𝓝[>] 0) (𝓝 (1 / besselI0 u ^ 2)) := by
    have t := (tendsto_exp_slope (-(2 * π))).neg.div_const (2 * π * besselI0 u ^ 2)
    rw [neg_neg, hlim] at t
    exact t.congr fun F => by ring
  have hi := (tendsto_exp_slope (2 * π)).div_const (2 * π * besselI0 u ^ 2)
  rw [hlim] at hi
  have key : ∀ F : ℝ, 0 < F → 2 * π * J F / F
      = J F * (2 * π * besselI0 u) ^ 2 / F / (2 * π * besselI0 u ^ 2) := fun F hF => by
    field_simp
  -- the finite-bias bounds squeeze the scaled current
  refine tendsto_of_tendsto_of_tendsto_of_le_of_le' lo hi ?_ ?_
  · filter_upwards [self_mem_nhdsWithin] with F hF
    have hF' : 0 < F := hF
    rw [key F hF']
    exact div_le_div_of_nonneg_right
      (div_le_div_of_nonneg_right (current_bounds hF' (h F hF')).1 hF'.le) hD.le
  · filter_upwards [self_mem_nhdsWithin] with F hF
    have hF' : 0 < F := hF
    rw [key F hF']
    exact div_le_div_of_nonneg_right
      (div_le_div_of_nonneg_right (current_bounds hF' (h F hF')).2 hF'.le) hD.le

end

end JosephsonWashboard
```

```lean
#print axioms JosephsonWashboard.ambegaokar_halperin
```

```
'JosephsonWashboard.ambegaokar_halperin' depends on axioms: [propext, Classical.choice, Quot.sound]
```

## How the Lean proof follows the derivation

`washboard`, `phaseWeight` and `phaseNorm` are V, w and Z. `density_formula` differentiates e^V P, applies the fundamental theorem of calculus, and uses `linear_combination` for the algebra. `current_formula` integrates the result.

`integral_exp_neg_cos` performs the half-period shift. `phaseWeight_bounds` compares integrands pointwise, and `phaseNorm_bounds` integrates again; the continuity it needs comes from `hasDerivAt_phaseWeight`, which also supplies the flux equation in `isSteadyState_witness`. `current_bounds` combines these estimates, `tendsto_exp_slope` provides the exponential slopes, and `ambegaokar_halperin` squeezes the ratio between them.

## Steady states in, resistance ratio out

`IsSteadyState u F P J` records the four conditions on P and J. Its `flux` field is the stationary Fokker–Planck equation integrated once: drift and diffusion together carry the same probability current through every phase. This equation is assumed, not derived from the stochastic dynamics.

The main theorem takes a density `P F` and a current `J F` for each F, and requires a steady state only when F > 0. It assumes neither continuity in F nor positivity of P. The filter `𝓝[>] 0` makes the limit one-sided, and u may have either sign. `besselI0` is defined by its integral, with no link to a series or a library routine.

The zero-bias limit is the part that carries the name Ambegaokar–Halperin here; `current_formula` also fixes the current at each positive bias through the double integral Z. Relaxation towards the steady state, junction capacitance, quantum fluctuations of the phase and the discretization used by a code are not treated.
